# Two point dipoles of fixed strength couple most strongly when both lie along their bond

Suppose we want a ceiling on the dipolar energy of two neighbouring magnetic moments, to set against their exchange energy. The energy has two terms, and bounding each one separately gives an angular factor of at most $1+3=4$ times the product of the moments. No pair of nonzero moments reaches that value, because the two terms cannot add up with the same sign at full size. The ceiling is too high by a factor of two.

## The factor of two from the dipole field

Let $m_1$ and $m_2$ be the moments and $r$ a unit vector along the bond, all in a real inner-product space. Define the angular factor

$$D=\langle m_1,m_2\rangle-3\langle m_1,r\rangle\langle m_2,r\rangle .$$

The claim is that $|D|\le 2\|m_1\|\|m_2\|$ and that, for nonzero moments, equality holds exactly when both lie along $r$.

Write $f(m)=3\langle m,r\rangle r-m$ for the field of a dipole $m$ in the direction $r$, with the factor $k/d^3$ left out. Then $\langle m_1,f(m_2)\rangle=3\langle m_1,r\rangle\langle m_2,r\rangle-\langle m_1,m_2\rangle=-D$. Since $\|r\|=1$,

$$\|f(m)\|^2=9\langle m,r\rangle^2-6\langle m,r\rangle^2+\|m\|^2=\|m\|^2+3\langle m,r\rangle^2\le 4\|m\|^2,$$

where the last step uses $|\langle m,r\rangle|\le\|m\|$. The Cauchy–Schwarz inequality now gives

$$|D|\le\|m_1\|\,\|f(m_2)\|\le 2\|m_1\|\|m_2\|.$$

Suppose equality holds and $m_1\ne0$. Dividing by $\|m_1\|$ gives $\|f(m_2)\|\ge2\|m_2\|$. Squaring, $4\|m_2\|^2\le\|m_2\|^2+3\langle m_2,r\rangle^2$, so $\|m_2\|^2\le\langle m_2,r\rangle^2$. The part of $m_2$ across the bond therefore satisfies

$$\|m_2-\langle m_2,r\rangle r\|^2=\|m_2\|^2-\langle m_2,r\rangle^2\le0,$$

and $m_2=\langle m_2,r\rangle r$. As $D$ is symmetric in the moments, $m_2\ne0$ gives the same for $m_1$. Conversely, if $m_1=ar$ and $m_2=br$, then $D=ab-3ab=-2ab$, and $|D|=2|a||b|=2\|m_1\|\|m_2\|$.

For a separation $R=d\,r$ with $d>0$, the point-dipole energy is

$$E=k\left(\frac{\langle m_1,m_2\rangle}{d^3}-\frac{3d^2\langle m_1,r\rangle\langle m_2,r\rangle}{d^5}\right)=\frac{k}{d^3}D .$$

Hence $|E|\le2k\|m_1\|\|m_2\|/d^3$ for $k\ge0$. For $k>0$ and nonzero moments, the lowest value requires $D=-2\|m_1\|\|m_2\|$. Both moments then lie along the bond, and $-2ab<0$ forces $ab>0$: they point the same way, head to tail.

## Moments, field and energy in Lean

The type `V` is any real inner-product space; three-dimensional space is the physical case. Moments and bond direction share this space, and `inner ℝ` is the scalar product.

```lean
import Mathlib

namespace DipolarCoupling

noncomputable section

variable {V : Type*} [NormedAddCommGroup V] [InnerProductSpace ℝ V]
```

The angular factor $D$ is `coupling`. Its definition accepts any `r`; the unit length enters the theorems as the hypothesis `hr : ‖r‖ = 1`.

```lean
/-- Angular factor of the dipolar interaction of moments `m₁` and `m₂` whose bond points
along the unit vector `r`. -/
def coupling (r m₁ m₂ : V) : ℝ :=
  inner ℝ m₁ m₂ - 3 * inner ℝ m₁ r * inner ℝ m₂ r
```

The field $f(m)$ omits the prefactor and the distance.

```lean
/-- Field of a point dipole `m` in the direction of the unit vector `r`, without the prefactor and
the dependence on distance. -/
def dipoleField (r m : V) : V := (3 * inner ℝ m r) • r - m
```

The energy is written in the full separation vector, so its reduction to the angular factor has to be proved. The constant `k` stands for the strength of the magnetostatic interaction in the chosen units, $\mu_0/4\pi$ in SI.

```lean
/-- Energy of two point dipoles with separation vector `R ≠ 0`; the constant `k` carries
the units. -/
def dipolarEnergy (k : ℝ) (R m₁ m₂ : V) : ℝ :=
  k * (inner ℝ m₁ m₂ / ‖R‖ ^ 3 - 3 * inner ℝ m₁ R * inner ℝ m₂ R / ‖R‖ ^ 5)
```

## Bounding the field and the coupling

The first lemma rewrites $D$ as minus the product of one moment with the field of the other. It expands the inner product and needs no unit vector.

```lean
/-- The angular factor is minus the inner product of one moment with the field of the other. -/
theorem coupling_eq_neg_inner_field (r m₁ m₂ : V) :
    coupling r m₁ m₂ = -inner ℝ m₁ (dipoleField r m₂) := by
  simp only [coupling, dipoleField, inner_sub_right, real_inner_smul_right]
  ring
```

Next comes the squared field strength. The proof expands the square of a difference and uses `hr` to remove the norm of `r`.

```lean
/-- For a unit vector `r`, the squared field strength is the squared moment plus three times
the squared component of the moment along `r`. -/
theorem norm_sq_dipoleField {r : V} (hr : ‖r‖ = 1) (m : V) :
    ‖dipoleField r m‖ ^ 2 = ‖m‖ ^ 2 + 3 * (inner ℝ m r) ^ 2 := by
  unfold dipoleField
  rw [norm_sub_sq_real, norm_smul, hr, mul_one, Real.norm_eq_abs, sq_abs,
    real_inner_smul_left, real_inner_comm m r]
  ring
```

Cauchy–Schwarz for `m` and `r` bounds the component along the bond, and `nlinarith` passes from the inequality between squares to the one between norms.

```lean
/-- In any direction given by a unit vector, the norm of `dipoleField` is at most twice the moment.
-/
theorem norm_dipoleField_le {r : V} (hr : ‖r‖ = 1) (m : V) :
    ‖dipoleField r m‖ ≤ 2 * ‖m‖ := by
  have h := abs_real_inner_le_norm m r
  rw [hr, mul_one] at h
  have h2 : (inner ℝ m r) ^ 2 ≤ ‖m‖ ^ 2 := sq_le_sq' (abs_le.mp h).1 (abs_le.mp h).2
  have h3 := norm_sq_dipoleField hr m
  nlinarith [norm_nonneg m, norm_nonneg (dipoleField r m)]
```

The `calc` chain below is the two-step estimate of $|D|$ made by hand. It holds for all moments, including zero.

```lean
/-- For a unit bond vector, the angular factor is at most twice the product of the moments
in absolute value. -/
theorem abs_coupling_le {r : V} (hr : ‖r‖ = 1) (m₁ m₂ : V) :
    |coupling r m₁ m₂| ≤ 2 * ‖m₁‖ * ‖m₂‖ := by
  rw [coupling_eq_neg_inner_field, abs_neg]
  calc |inner ℝ m₁ (dipoleField r m₂)| ≤ ‖m₁‖ * ‖dipoleField r m₂‖ :=
        abs_real_inner_le_norm _ _
    _ ≤ ‖m₁‖ * (2 * ‖m₂‖) :=
        mul_le_mul_of_nonneg_left (norm_dipoleField_le hr m₂) (norm_nonneg _)
    _ = 2 * ‖m₁‖ * ‖m₂‖ := by ring
```

## Which orientations reach the bound

For moments along the bond the coupling is explicit. Here `a` and `b` are signed components, so the formula also records relative orientation.

```lean
/-- Two moments `a r` and `b r` along the unit bond vector `r` have angular factor `-2ab`. -/
theorem coupling_along_bond {r : V} (hr : ‖r‖ = 1) (a b : ℝ) :
    coupling r (a • r) (b • r) = -2 * (a * b) := by
  simp only [coupling, real_inner_smul_left, real_inner_smul_right,
    real_inner_self_eq_norm_sq, hr]
  ring
```

The next lemma carries the equality argument. `hf` says that the field of `m₂` has at least its greatest allowed strength, `hle` is the squared consequence, and `hperp` computes the part across the bond, which `hzero` shows to vanish. Only `m₁` has to be nonzero.

```lean
/-- If the bound is reached for a unit bond vector and the first moment is nonzero, the second
moment equals its projection on the bond. -/
theorem eq_projection_of_saturated {r m₁ m₂ : V} (hr : ‖r‖ = 1) (h₁ : m₁ ≠ 0)
    (h : |coupling r m₁ m₂| = 2 * ‖m₁‖ * ‖m₂‖) : m₂ = (inner ℝ m₂ r : ℝ) • r := by
  -- the field of the second moment must have its greatest possible strength
  have hcs := abs_real_inner_le_norm m₁ (dipoleField r m₂)
  rw [← abs_neg, ← coupling_eq_neg_inner_field, h] at hcs
  have hf : 2 * ‖m₂‖ ≤ ‖dipoleField r m₂‖ := by
    refine le_of_mul_le_mul_left ?_ (norm_pos_iff.mpr h₁)
    linarith
  have hsq := norm_sq_dipoleField hr m₂
  have hle : ‖m₂‖ ^ 2 ≤ (inner ℝ m₂ r) ^ 2 := by
    nlinarith [norm_nonneg m₂, norm_nonneg (dipoleField r m₂)]
  -- hence the component across the bond vanishes
  have hperp : ‖m₂ - (inner ℝ m₂ r : ℝ) • r‖ ^ 2 = ‖m₂‖ ^ 2 - (inner ℝ m₂ r) ^ 2 := by
    rw [norm_sub_sq_real, norm_smul, hr, mul_one, Real.norm_eq_abs, sq_abs,
      real_inner_smul_right]
    ring
  have hzero : ‖m₂ - (inner ℝ m₂ r : ℝ) • r‖ = 0 := by
    apply pow_eq_zero_iff (two_ne_zero) |>.mp
    exact le_antisymm (by linarith) (sq_nonneg _)
  exact sub_eq_zero.mp (norm_eq_zero.mp hzero)
```

Applying that lemma twice, the second time with the moments exchanged, gives one direction of the equivalence; the explicit formula gives the other. In two or more dimensions the equivalence needs both moments to be nonzero: if one vanishes, both sides of the bound are zero whatever the direction of the other. The numbers `a` and `b` may have either sign, so head-to-tail and head-to-head pairs both qualify.

```lean
/-- For nonzero moments and a unit bond vector, the bound on the angular factor is reached
exactly when both moments lie along the bond. -/
theorem abs_coupling_eq_iff {r m₁ m₂ : V} (hr : ‖r‖ = 1) (h₁ : m₁ ≠ 0) (h₂ : m₂ ≠ 0) :
    |coupling r m₁ m₂| = 2 * ‖m₁‖ * ‖m₂‖ ↔
      (∃ a : ℝ, m₁ = a • r) ∧ ∃ b : ℝ, m₂ = b • r := by
  constructor
  · intro h
    -- the coupling is symmetric under exchange of the moments
    have hsymm : coupling r m₂ m₁ = coupling r m₁ m₂ := by
      unfold coupling
      rw [real_inner_comm m₁ m₂]
      ring
    have h' : |coupling r m₂ m₁| = 2 * ‖m₂‖ * ‖m₁‖ := by
      rw [hsymm, h]
      ring
    exact ⟨⟨_, eq_projection_of_saturated hr h₂ h'⟩, ⟨_, eq_projection_of_saturated hr h₁ h⟩⟩
  · rintro ⟨⟨a, rfl⟩, ⟨b, rfl⟩⟩
    rw [coupling_along_bond hr, norm_smul, norm_smul, hr, Real.norm_eq_abs,
      Real.norm_eq_abs, abs_mul, abs_mul, show |(-2 : ℝ)| = 2 by norm_num]
    ring
```

## From angular factor to energy

With the separation written as `d • r`, the two powers of distance combine into the common factor `k / d ^ 3`.

```lean
/-- At distance `d > 0` along a unit vector, the dipolar energy is the angular factor
times `k / d³`. -/
theorem dipolarEnergy_eq {r : V} (hr : ‖r‖ = 1) {d : ℝ} (hd : 0 < d) (k : ℝ) (m₁ m₂ : V) :
    dipolarEnergy k (d • r) m₁ m₂ = k / d ^ 3 * coupling r m₁ m₂ := by
  unfold dipolarEnergy coupling
  rw [norm_smul, hr, mul_one, Real.norm_eq_abs, abs_of_pos hd,
    real_inner_smul_right, real_inner_smul_right]
  have h : 3 * (d * inner ℝ m₁ r) * (d * inner ℝ m₂ r) / d ^ 5
      = 3 * inner ℝ m₁ r * inner ℝ m₂ r / d ^ 3 := by
    rw [div_eq_div_iff (by positivity) (by positivity)]
    ring
  rw [h]
  ring
```

Multiplying the bound on $D$ by this nonnegative factor gives the bound on the energy.

```lean
/-- For `k ≥ 0`, the dipolar energy of two moments at distance `d > 0` along a unit vector
is at most `2k‖m₁‖‖m₂‖/d³` in absolute value. -/
theorem abs_dipolarEnergy_le {r : V} (hr : ‖r‖ = 1) {d k : ℝ} (hd : 0 < d) (hk : 0 ≤ k)
    (m₁ m₂ : V) :
    |dipolarEnergy k (d • r) m₁ m₂| ≤ 2 * k * ‖m₁‖ * ‖m₂‖ / d ^ 3 := by
  have hc : 0 ≤ k / d ^ 3 := by positivity
  rw [dipolarEnergy_eq hr hd, abs_mul, abs_of_nonneg hc]
  calc k / d ^ 3 * |coupling r m₁ m₂| ≤ k / d ^ 3 * (2 * ‖m₁‖ * ‖m₂‖) :=
        mul_le_mul_of_nonneg_left (abs_coupling_le hr m₁ m₂) hc
    _ = 2 * k * ‖m₁‖ * ‖m₂‖ / d ^ 3 := by ring
```

The last theorem characterises the minimum, with `0 < a * b` expressing that the moments point the same way. In the forward direction the proof cancels `k / d ^ 3`, applies the equality criterion, and reads the sign of `a * b` from $D=-2ab$. In the reverse direction it uses $|a||b|=ab$.

```lean
/-- For `k > 0`, nonzero moments and distance `d > 0` along a unit vector, the energy equals
`-2k‖m₁‖‖m₂‖/d³` exactly when both moments lie along the bond and point the same way. -/
theorem dipolarEnergy_eq_min_iff {r m₁ m₂ : V} (hr : ‖r‖ = 1) {d k : ℝ} (hd : 0 < d)
    (hk : 0 < k) (h₁ : m₁ ≠ 0) (h₂ : m₂ ≠ 0) :
    dipolarEnergy k (d • r) m₁ m₂ = -(2 * k * ‖m₁‖ * ‖m₂‖ / d ^ 3) ↔
      ∃ a b : ℝ, 0 < a * b ∧ m₁ = a • r ∧ m₂ = b • r := by
  have hc : 0 < k / d ^ 3 := by positivity
  rw [dipolarEnergy_eq hr hd]
  constructor
  · intro h
    have hD : coupling r m₁ m₂ = -(2 * ‖m₁‖ * ‖m₂‖) := by
      apply mul_left_cancel₀ hc.ne'
      rw [h]
      ring
    have habs : |coupling r m₁ m₂| = 2 * ‖m₁‖ * ‖m₂‖ := by
      rw [hD, abs_neg, abs_of_nonneg (by positivity)]
    obtain ⟨⟨a, ha⟩, ⟨b, hb⟩⟩ := (abs_coupling_eq_iff hr h₁ h₂).mp habs
    refine ⟨a, b, ?_, ha, hb⟩
    -- the sign of the energy fixes the relative orientation
    have hpos : 0 < ‖m₁‖ * ‖m₂‖ := mul_pos (norm_pos_iff.mpr h₁) (norm_pos_iff.mpr h₂)
    have hab : coupling r m₁ m₂ = -2 * (a * b) := by
      rw [ha, hb, coupling_along_bond hr]
    linarith
  · rintro ⟨a, b, hab, rfl, rfl⟩
    have hn : |a| * |b| = a * b := by rw [← abs_mul, abs_of_pos hab]
    rw [coupling_along_bond hr, norm_smul, norm_smul, hr, Real.norm_eq_abs, Real.norm_eq_abs]
    linear_combination (2 * k / d ^ 3) * hn

end

end DipolarCoupling
```

```lean
#print axioms DipolarCoupling.coupling_along_bond
#print axioms DipolarCoupling.abs_dipolarEnergy_le
#print axioms DipolarCoupling.dipolarEnergy_eq_min_iff
```

```
'DipolarCoupling.coupling_along_bond' depends on axioms: [propext, Classical.choice, Quot.sound]
'DipolarCoupling.abs_dipolarEnergy_le' depends on axioms: [propext, Classical.choice, Quot.sound]
'DipolarCoupling.dipolarEnergy_eq_min_iff' depends on axioms: [propext, Classical.choice, Quot.sound]
```

## Where the bound applies

In a simulation of classical point moments with fixed lengths, the bound is the largest dipolar energy that a single pair at a given distance can contribute, and it can be compared directly with that pair's exchange energy. Exchange itself does not appear in the model, nor do extended magnetisation densities or spin operators. The minimum concerns an isolated pair: in a lattice, a moment has several bonds and cannot in general lie along all of them.
